# For Hermitian H and non-real z, only the zero vector is orthogonal to its image under z − H

Let `H` be a Hermitian matrix of finite size, such as the Hamiltonian of a system with finitely many basis states, and let `z` be a complex number with non-zero imaginary part. The lemma says that if a vector `v` is orthogonal to (z − H)v, then `v` is zero. In physical terms, the mean energy ⟨v|H|v⟩/⟨v|v⟩ of a non-zero, not necessarily normalised, state is real and so cannot equal `z`. The attempt expands the orthogonality condition, subtracts its complex conjugate so that the terms in `H` cancel, and is left with (z̄ − z)⟨v|v⟩ = 0. As `z` is not real, the first factor is not zero, so ⟨v|v⟩ = 0 and `v` must vanish.

As first written in Lean, the proof fails:

```lean
import Mathlib

open Matrix Polynomial Filter Topology
open scoped ComplexOrder

namespace EqZeroOfOrthogonal

noncomputable section

variable {n : Type*} [Fintype n] [DecidableEq n]

/-- For Hermitian `H` and `z` off the real axis, a vector `v` orthogonal to `(z - H) v`
vanishes. -/
theorem eq_zero_of_orthogonal {H : Matrix n n ℂ} (hH : H.IsHermitian) {z : ℂ}
    (hz : z.im ≠ 0) {v : n → ℂ} (h : star ((z • 1 - H) *ᵥ v) ⬝ᵥ v = 0) : v = 0 := by
  have hs : ∀ a b : n → ℂ, star (star a ⬝ᵥ b) = star b ⬝ᵥ a := by
    intro a b
    simp [dotProduct, mul_comm]
  have hq : star (H *ᵥ v) ⬝ᵥ v = star v ⬝ᵥ H *ᵥ v := by
    rw [Matrix.star_mulVec, hH.eq, ← Matrix.dotProduct_mulVec]
  rw [Matrix.sub_mulVec, Matrix.smul_mulVec, Matrix.one_mulVec, star_sub, star_smul,
    sub_dotProduct, smul_dotProduct, smul_eq_mul] at h
  -- subtract the complex conjugate equation
  have h' := congrArg star h
  rw [star_sub, star_mul', star_star, hs, hs, star_zero] at h'
  have hS : (star z - z) * (star v ⬝ᵥ v) = 0 := by
    linear_combination h - h' + hq
  rcases mul_eq_zero.mp hS with h0 | h0
  · exact absurd (Complex.conj_eq_iff_im.mp (sub_eq_zero.mp h0)) hz
  · rw [dotProduct_comm] at h0
    exact dotProduct_star_self_eq_zero.mp h0

end

end EqZeroOfOrthogonal
```

The compiler's answer:

```
Main.lean:31:42: error: Application type mismatch: The argument
  h0
has type
  v ⬝ᵥ star v = 0
but is expected to have type
  star v ⬝ᵥ v = 0
in the application
  dotProduct_star_self_eq_zero.mp h0
```

The error is in the last step, where ⟨v|v⟩ = 0 has to give `v = 0`. The case split on the product supplies `h0 : star v ⬝ᵥ v = 0`. The line `rw [dotProduct_comm] at h0` then swaps the two factors, which makes it `v ⬝ᵥ star v = 0`. But `dotProduct_star_self_eq_zero.mp` expects `star v ⬝ᵥ v = 0`, the form `h0` had before the rewrite. The two sums are equal, since complex multiplication commutes, but that equality is a theorem that has to be applied; Lean does not use it when it checks the type of an argument, so it reports a mismatch.

The repair deletes the rewrite. `h0` then keeps its original order and fits the lemma as it stands. Joining the remaining `exact` to the bullet is only a matter of layout.

The change, after which it compiles:

```diff
@@ -28,6 +28,5 @@
   rcases mul_eq_zero.mp hS with h0 | h0
   · exact absurd (Complex.conj_eq_iff_im.mp (sub_eq_zero.mp h0)) hz
-  · rw [dotProduct_comm] at h0
-    exact dotProduct_star_self_eq_zero.mp h0
+  · exact dotProduct_star_self_eq_zero.mp h0
 
 end
```
